# Unit spins on a Villain plaquette: minimum energy −2√2 in the plane, −2 when collinear

Put a spin $\sigma_i=\pm1$ on each corner of a square, numbered 0 to 3 around it. Bonds 0–1, 1–2 and 2–3 are ferromagnetic and favour equal spins; bond 3–0 is antiferromagnetic and favours opposite ones. Satisfying all four would need $\sigma_0=\sigma_1=\sigma_2=\sigma_3$ and $\sigma_3=-\sigma_0$, which is impossible. Let all bonds have the same unit strength, so that each contributes $-1$ to the energy when satisfied and $+1$ when violated. With one bond violated, the energy is $-1-1-1+1=-2$.

Now let the spins be unit vectors in a plane, at angles 0°, 45°, 90° and 135°. A ferromagnetic bond now contributes minus the inner product of its two spins, and the antiferromagnetic bond contributes plus the inner product. Each ferromagnetic pair has inner product $\sqrt2/2$, and the antiferromagnetic pair has $\cos135^\circ=-\sqrt2/2$. Every bond contributes $-\sqrt2/2$, so the total is $-2\sqrt2\approx-2.828$. The conflict is spread over all four bonds, and the energy drops.

## Spins, energy and rotations

```lean
import Mathlib

open Real
open scoped InnerProductSpace

namespace VillainPlaquette

noncomputable section

variable {V : Type*} [NormedAddCommGroup V] [InnerProductSpace ℝ V]
```

`V` is any real inner-product space. The spins are classical vectors, and no dimension is fixed yet.

```lean
/-- Energy of four spins on a plaquette with three ferromagnetic bonds and one
antiferromagnetic bond, all of unit strength. -/
def energy (s : Fin 4 → V) : ℝ :=
  -⟪s 0, s 1⟫_ℝ - ⟪s 1, s 2⟫_ℝ - ⟪s 2, s 3⟫_ℝ + ⟪s 3, s 0⟫_ℝ
```

A configuration `s : Fin 4 → V` assigns a vector $s_i$ to each $i=0,1,2,3$. Its energy is

$$E=-\langle s_0,s_1\rangle-\langle s_1,s_2\rangle-\langle s_2,s_3\rangle+\langle s_3,s_0\rangle .$$

All bonds have the same strength, which serves as the unit of energy.

```lean
/-- A collinear (Ising) configuration: every spin equals one common vector or its negative. -/
def IsCollinear (s : Fin 4 → V) : Prop := ∃ n : V, ∀ i, s i = n ∨ s i = -n
```

Collinear means that every spin is $n$ or $-n$ for one common vector $n$. For unit spins, $n$ is then itself a unit vector, and this is the Ising case.

```lean
/-- The plane in which XY spins live. -/
abbrev Plane := EuclideanSpace ℝ (Fin 2)
```

`Plane` is the Euclidean plane. A planar vector `v` has components `v 0` and `v 1`, written $v_0$ and $v_1$ below.

```lean
/-- Rotation of a planar vector by the angle `φ`, counterclockwise for positive `φ`. -/
def turn (φ : ℝ) (v : Plane) : Plane :=
  !₂[cos φ * v 0 - sin φ * v 1, sin φ * v 0 + cos φ * v 1]
```

This is the usual rotation matrix, with $\varphi$ in radians:
$$v\mapsto(\cos\varphi\,v_0-\sin\varphi\,v_1,\ \sin\varphi\,v_0+\cos\varphi\,v_1).$$

```lean
/-- Four planar spins, the first being `e` and each next one turned by `φ`. -/
def spiral (φ : ℝ) (e : Plane) : Fin 4 → Plane :=
  ![e, turn φ e, turn φ (turn φ e), turn φ (turn φ (turn φ e))]
```

A spiral starts from $e$ and turns each spin by $\varphi$ relative to the previous one.

## A lower bound from two squares

```lean
/-- For unit spins in any dimension, the energy above `-2√2` is, up to the factor `2√2`,
a sum of two squares. -/
theorem energy_sum_of_squares (s : Fin 4 → V) (hs : ∀ i, ‖s i‖ = 1) :
    2 * √2 * (energy s + 2 * √2) =
      ‖s 1 - s 3 - √2 • s 0‖ ^ 2 + ‖s 1 + s 3 - √2 • s 2‖ ^ 2 := by
  have hr : √2 * √2 = (2 : ℝ) := Real.mul_self_sqrt (by norm_num)
  have hi : ∀ i, ⟪s i, s i⟫_ℝ = 1 := fun i => by
    rw [real_inner_self_eq_norm_sq, hs, one_pow]
  have c1 : ⟪s 1, s 0⟫_ℝ = ⟪s 0, s 1⟫_ℝ := real_inner_comm _ _
  have c2 : ⟪s 2, s 1⟫_ℝ = ⟪s 1, s 2⟫_ℝ := real_inner_comm _ _
  have c3 : ⟪s 3, s 2⟫_ℝ = ⟪s 2, s 3⟫_ℝ := real_inner_comm _ _
  have c4 : ⟪s 0, s 3⟫_ℝ = ⟪s 3, s 0⟫_ℝ := real_inner_comm _ _
  have c5 : ⟪s 3, s 1⟫_ℝ = ⟪s 1, s 3⟫_ℝ := real_inner_comm _ _
  rw [← real_inner_self_eq_norm_sq, ← real_inner_self_eq_norm_sq]
  simp only [energy, inner_sub_left, inner_add_left, inner_sub_right, inner_add_right,
    real_inner_smul_left, real_inner_smul_right, hi, c1, c2, c3, c4, c5]
  linear_combination 2 * hr
```

The hypothesis `hs` says that all spins have length 1, a fixed magnetic moment in scaled units. By hand, expand the two squares:

$$\|s_1-s_3-\sqrt2s_0\|^2=4-2\langle s_1,s_3\rangle-2\sqrt2\langle s_0,s_1\rangle+2\sqrt2\langle s_3,s_0\rangle,$$
$$\|s_1+s_3-\sqrt2s_2\|^2=4+2\langle s_1,s_3\rangle-2\sqrt2\langle s_1,s_2\rangle-2\sqrt2\langle s_2,s_3\rangle.$$

The $\langle s_1,s_3\rangle$ terms cancel in the sum, leaving $8+2\sqrt2E=2\sqrt2(E+2\sqrt2)$. In Lean, `simp only` expands the inner products, and `linear_combination` checks the remaining algebra using $\sqrt2\cdot\sqrt2=2$.

For a numerical instance, take a spiral of 30° turns: $s_0=(1,0)$, $s_1=(0.8660,0.5)$, $s_2=(0.5,0.8660)$, $s_3=(0,1)$. Its energy is $-3(0.8660)+0=-2.5981$, so the left side is $2.8284\times0.23035\approx0.6515$. The two squares are $0.5505$ and $0.1010$, with the same sum.

```lean
/-- Unit spins in any dimension have energy at least `-2√2`, with equality exactly when
`s₁ - s₃ = √2 s₀` and `s₁ + s₃ = √2 s₂`. -/
theorem energy_bound (s : Fin 4 → V) (hs : ∀ i, ‖s i‖ = 1) :
    -2 * √2 ≤ energy s ∧
      (energy s = -2 * √2 ↔ s 1 - s 3 = √2 • s 0 ∧ s 1 + s 3 = √2 • s 2) := by
  have key := energy_sum_of_squares s hs
  have hpos : 0 < 2 * √2 := by positivity
  have q1 := sq_nonneg ‖s 1 - s 3 - √2 • s 0‖
  have q2 := sq_nonneg ‖s 1 + s 3 - √2 • s 2‖
  refine ⟨?_, ?_, ?_⟩
  · by_contra h
    have hneg : energy s + 2 * √2 < 0 := by linarith [not_le.mp h]
    have := mul_neg_of_pos_of_neg hpos hneg
    linarith
  · intro h
    -- at the bound both squares vanish
    have k : 2 * √2 * (energy s + 2 * √2) = 0 := by rw [h]; ring
    have z1 : ‖s 1 - s 3 - √2 • s 0‖ ^ 2 = 0 := by linarith
    have z2 : ‖s 1 + s 3 - √2 • s 2‖ ^ 2 = 0 := by linarith
    exact ⟨sub_eq_zero.mp (norm_eq_zero.mp ((pow_eq_zero_iff two_ne_zero).mp z1)),
      sub_eq_zero.mp (norm_eq_zero.mp ((pow_eq_zero_iff two_ne_zero).mp z2))⟩
  · rintro ⟨h1, h2⟩
    rw [h1, h2, sub_self, sub_self, norm_zero] at key
    have : energy s + 2 * √2 = 0 := mul_left_cancel₀ hpos.ne' (by rw [key]; ring)
    linarith
```

Squares are non-negative, so $E\ge-2\sqrt2$. Equality holds exactly when both squares vanish:

$$s_1-s_3=\sqrt2\,s_0,\qquad s_1+s_3=\sqrt2\,s_2 .$$

The proof has three parts: the bound by contradiction, then the two directions of the equivalence `↔`.

```lean
/-- When unit spins in any dimension have energy `-2√2`, the frustration is shared equally:
the ferromagnetic bonds have inner product `√2/2` and the antiferromagnetic one `-√2/2`. -/
theorem bonds_of_ground_state (s : Fin 4 → V) (hs : ∀ i, ‖s i‖ = 1)
    (h : energy s = -2 * √2) :
    ⟪s 0, s 1⟫_ℝ = √2 / 2 ∧ ⟪s 1, s 2⟫_ℝ = √2 / 2 ∧
      ⟪s 2, s 3⟫_ℝ = √2 / 2 ∧ ⟪s 3, s 0⟫_ℝ = -(√2 / 2) := by
  obtain ⟨e1, e2⟩ := (energy_bound s hs).2.mp h
  have hr : √2 * √2 = (2 : ℝ) := Real.mul_self_sqrt (by norm_num)
  have hi : ∀ i, ⟪s i, s i⟫_ℝ = 1 := fun i => by
    rw [real_inner_self_eq_norm_sq, hs, one_pow]
  have c1 : ⟪s 1, s 0⟫_ℝ = ⟪s 0, s 1⟫_ℝ := real_inner_comm _ _
  have c3 : ⟪s 3, s 2⟫_ℝ = ⟪s 2, s 3⟫_ℝ := real_inner_comm _ _
  have c4 : ⟪s 0, s 3⟫_ℝ = ⟪s 3, s 0⟫_ℝ := real_inner_comm _ _
  have c5 : ⟪s 3, s 1⟫_ℝ = ⟪s 1, s 3⟫_ℝ := real_inner_comm _ _
  -- project the two ground-state relations on the spins
  have a0 := congrArg (fun v => ⟪s 0, v⟫_ℝ) e1
  have a1 := congrArg (fun v => ⟪s 1, v⟫_ℝ) e1
  have a2 := congrArg (fun v => ⟪s 1, v⟫_ℝ) e2
  have a3 := congrArg (fun v => ⟪s 3, v⟫_ℝ) e1
  have a4 := congrArg (fun v => ⟪s 3, v⟫_ℝ) e2
  simp only [inner_sub_right, inner_add_right, real_inner_smul_right, hi, c1, c3, c4, c5]
    at a0 a1 a2 a3 a4
  have hx : ⟪s 1, s 3⟫_ℝ = 0 := by
    linear_combination (-1 / 2) * (a1 - a3 + √2 * a0 + hr)
  refine ⟨?_, ?_, ?_, ?_⟩
  · linear_combination (-√2 / 2) * a1 - ⟪s 0, s 1⟫_ℝ / 2 * hr - √2 / 2 * hx
  · linear_combination (-√2 / 2) * a2 - ⟪s 1, s 2⟫_ℝ / 2 * hr + √2 / 2 * hx
  · linear_combination (-√2 / 2) * a4 - ⟪s 2, s 3⟫_ℝ / 2 * hr + √2 / 2 * hx
  · linear_combination (-√2 / 2) * a3 - ⟪s 3, s 0⟫_ℝ / 2 * hr + √2 / 2 * hx
```

At energy $-2\sqrt2$ all four bonds are equally frustrated, in any dimension where such a state exists. To see this, write $x=\langle s_1,s_3\rangle$ and take inner products of the equality conditions with the spins:

- The first condition with $s_0$ gives $\langle s_0,s_1\rangle-\langle s_3,s_0\rangle=\sqrt2$.
- The first with $s_1$ and $s_3$ gives $1-x=\sqrt2\langle s_0,s_1\rangle$ and $x-1=\sqrt2\langle s_3,s_0\rangle$.
- The second with $s_1$ and $s_3$ gives $1+x=\sqrt2\langle s_1,s_2\rangle=\sqrt2\langle s_2,s_3\rangle$.

Subtracting the two equations in the middle line gives $2-2x=\sqrt2\cdot\sqrt2=2$, hence $x=0$. The bond values $\sqrt2/2$ and $-\sqrt2/2$ follow. The projections are `a0` to `a4` in the code, and `hx` is $x=0$.

## The energy of a planar spiral

```lean
/-- The inner product of two planar vectors in Cartesian components. -/
theorem inner_plane (u v : Plane) : ⟪u, v⟫_ℝ = u 0 * v 0 + u 1 * v 1 := by
  rw [PiLp.inner_apply, Fin.sum_univ_two]
  simp [mul_comm]
```

In the plane, $\langle u,v\rangle=u_0v_0+u_1v_1$.

```lean
/-- The Cartesian components of a rotated vector. -/
theorem turn_coords (φ : ℝ) (v : Plane) :
    turn φ v 0 = cos φ * v 0 - sin φ * v 1 ∧ turn φ v 1 = sin φ * v 0 + cos φ * v 1 :=
  ⟨rfl, rfl⟩
```

These are the components of a rotated vector, true by definition; `rfl` says so.

```lean
/-- Rotating a planar unit vector gives a unit vector. -/
theorem norm_turn (φ : ℝ) (v : Plane) (hv : ‖v‖ = 1) : ‖turn φ v‖ = 1 := by
  have n : v 0 * v 0 + v 1 * v 1 = 1 := by
    rw [← inner_plane, real_inner_self_eq_norm_sq, hv, one_pow]
  have h : ‖turn φ v‖ ^ 2 = 1 ^ 2 := by
    rw [← real_inner_self_eq_norm_sq, inner_plane, (turn_coords φ v).1, (turn_coords φ v).2]
    linear_combination (sin φ ^ 2 + cos φ ^ 2) * n + sin_sq_add_cos_sq φ
  exact (sq_eq_sq₀ (norm_nonneg _) zero_le_one).mp h
```

For a unit vector, the cross terms cancel and the squared length after rotation is $(\sin^2\varphi+\cos^2\varphi)(v_0^2+v_1^2)=1$. Since lengths are non-negative, the length is 1.

```lean
/-- A planar spiral of unit spins with turn angle `φ` has energy `cos 3φ - 3 cos φ`. -/
theorem energy_spiral (φ : ℝ) (e : Plane) (he : ‖e‖ = 1) :
    energy (spiral φ e) = cos (3 * φ) - 3 * cos φ := by
  have n : ∀ v : Plane, ‖v‖ = 1 → v 0 * v 0 + v 1 * v 1 = 1 := fun v hv => by
    rw [← inner_plane, real_inner_self_eq_norm_sq, hv, one_pow]
  have bond : ∀ v : Plane, ‖v‖ = 1 → ⟪v, turn φ v⟫_ℝ = cos φ := fun v hv => by
    rw [inner_plane, (turn_coords φ v).1, (turn_coords φ v).2]
    linear_combination cos φ * n v hv
  -- the antiferromagnetic bond closes the ring after three turns
  have close : ⟪turn φ (turn φ (turn φ e)), e⟫_ℝ = cos (3 * φ) := by
    simp only [inner_plane, turn_coords]
    rw [cos_three_mul]
    linear_combination (cos φ ^ 3 - 3 * cos φ * sin φ ^ 2) * n e he
      - 3 * cos φ * sin_sq_add_cos_sq φ
  have h1 := norm_turn φ e he
  change -⟪e, turn φ e⟫_ℝ - ⟪turn φ e, turn φ (turn φ e)⟫_ℝ
    - ⟪turn φ (turn φ e), turn φ (turn φ (turn φ e))⟫_ℝ
    + ⟪turn φ (turn φ (turn φ e)), e⟫_ℝ = _
  rw [bond e he, bond _ h1, bond _ (norm_turn φ _ h1), close]
  ring
```

For a unit vector $v$, the inner product with its rotated copy is $\cos\varphi\,(v_0^2+v_1^2)=\cos\varphi$. This is `bond`, used three times. After three turns the inner product with $e$ is

$$\cos^3\varphi-3\cos\varphi\sin^2\varphi=4\cos^3\varphi-3\cos\varphi=\cos3\varphi,$$

which is `close`. Hence $E=\cos3\varphi-3\cos\varphi$. At $\varphi=\pm\pi/4$ this equals $-\sqrt2/2-3\sqrt2/2=-2\sqrt2$.

## Two handednesses and no other planar ground states

```lean
/-- Planar unit spins have energy `-2√2` exactly when they form a spiral of successive
45-degree turns, all counterclockwise or all clockwise. -/
theorem planar_ground_state_iff (s : Fin 4 → Plane) (hs : ∀ i, ‖s i‖ = 1) :
    energy s = -2 * √2 ↔ s = spiral (π / 4) (s 0) ∨ s = spiral (-(π / 4)) (s 0) := by
  have hr : √2 * √2 = (2 : ℝ) := Real.mul_self_sqrt (by norm_num)
  constructor
  · intro h
    obtain ⟨e1, e2⟩ := (energy_bound s hs).2.mp h
    have n : ∀ i, s i 0 * s i 0 + s i 1 * s i 1 = 1 := fun i => by
      rw [← inner_plane, real_inner_self_eq_norm_sq, hs, one_pow]
    have x1 := congrArg (fun v : Plane => v 0) e1
    have y1 := congrArg (fun v : Plane => v 1) e1
    have x2 := congrArg (fun v : Plane => v 0) e2
    have y2 := congrArg (fun v : Plane => v 1) e2
    simp only [PiLp.sub_apply, PiLp.add_apply, PiLp.smul_apply, smul_eq_mul] at x1 y1 x2 y2
    -- the spins at opposite corners 0 and 2 are perpendicular
    have orth : s 0 0 * s 2 0 + s 0 1 * s 2 1 = 0 := by
      linear_combination (-1 / 2) * (s 0 0 * s 2 0 + s 0 1 * s 2 1) * hr
        - 1 / 2 * (s 1 0 + s 3 0) * x1 - 1 / 2 * √2 * s 0 0 * x2
        - 1 / 2 * (s 1 1 + s 3 1) * y1 - 1 / 2 * √2 * s 0 1 * y2 + 1 / 2 * n 1 - 1 / 2 * n 3
    -- the sign `k` of this right angle is the handedness
    obtain ⟨k, hk, hc, hd⟩ : ∃ k : ℝ, k * k = 1 ∧ s 2 0 = -(k * s 0 1) ∧
        s 2 1 = k * s 0 0 := by
      refine ⟨s 0 0 * s 2 1 - s 0 1 * s 2 0, ?_, ?_, ?_⟩
      · linear_combination (s 2 0 * s 2 0 + s 2 1 * s 2 1) * n 0 + n 2
          - (s 0 0 * s 2 0 + s 0 1 * s 2 1) * orth
      · linear_combination s 0 0 * orth - s 2 0 * n 0
      · linear_combination s 0 1 * orth - s 2 1 * n 0
    have hp : s 1 0 = √2 / 2 * (s 0 0 + s 2 0) := by linear_combination (x1 + x2) / 2
    have hq : s 1 1 = √2 / 2 * (s 0 1 + s 2 1) := by linear_combination (y1 + y2) / 2
    have hu : s 3 0 = √2 / 2 * (s 2 0 - s 0 0) := by linear_combination (x2 - x1) / 2
    have hv : s 3 1 = √2 / 2 * (s 2 1 - s 0 1) := by linear_combination (y2 - y1) / 2
    have ext2 : ∀ x y : Plane, x 0 = y 0 → x 1 = y 1 → x = y := by
      intro x y h0 h1
      ext i
      fin_cases i
      exacts [h0, h1]
    have key : ∀ φ, cos φ = √2 / 2 → sin φ = k * (√2 / 2) → s = spiral φ (s 0) := by
      intro φ hcos hsin
      have t1 : s 1 = turn φ (s 0) := by
        apply ext2 <;> simp only [turn_coords, hcos, hsin]
        · linear_combination hp + √2 / 2 * hc
        · linear_combination hq + √2 / 2 * hd
      have t2 : s 2 = turn φ (s 1) := by
        apply ext2 <;> simp only [turn_coords, hcos, hsin]
        · linear_combination (-√2 / 2) * hp + k * √2 / 2 * hq
            + (-(s 0 0 + s 2 0) + k * (s 0 1 + s 2 1)) / 4 * hr
            + 1 / 2 * hc + k / 2 * hd + s 0 0 / 2 * hk
        · linear_combination (-k * √2 / 2) * hp - √2 / 2 * hq
            + (-k * (s 0 0 + s 2 0) - (s 0 1 + s 2 1)) / 4 * hr
            + 1 / 2 * hd - k / 2 * hc + s 0 1 / 2 * hk
      have t3 : s 3 = turn φ (s 2) := by
        apply ext2 <;> simp only [turn_coords, hcos, hsin]
        · linear_combination hu + √2 / 2 * (k * hd + s 0 0 * hk)
        · linear_combination hv - √2 / 2 * (k * hc - s 0 1 * hk)
      funext i
      fin_cases i
      · rfl
      · exact t1
      · change s 2 = turn φ (turn φ (s 0))
        rw [← t1]
        exact t2
      · change s 3 = turn φ (turn φ (turn φ (s 0)))
        rw [← t1, ← t2]
        exact t3
    rcases mul_self_eq_one_iff.mp hk with h1 | h1
    · exact Or.inl (key _ cos_pi_div_four (by rw [sin_pi_div_four, h1]; ring))
    · exact Or.inr (key _ (by rw [cos_neg, cos_pi_div_four])
        (by rw [sin_neg, sin_pi_div_four, h1]; ring))
  · have val : ∀ φ, cos φ = √2 / 2 → energy (spiral φ (s 0)) = -2 * √2 := by
      intro φ hφ
      rw [energy_spiral φ _ (hs 0), cos_three_mul, hφ]
      linear_combination √2 / 2 * hr
    rintro (h | h)
    · rw [h]
      exact val _ cos_pi_div_four
    · rw [h]
      exact val _ (by rw [cos_neg, cos_pi_div_four])
```

Planar unit spins reach $-2\sqrt2$ exactly when they form a spiral of 45° turns, all counterclockwise or all clockwise. The direction of $s_0$ is free.

One direction is the spiral energy just computed (`val`). For the other, start from the equality conditions. Their inner product gives
$$2\langle s_0,s_2\rangle=\langle s_1-s_3,\,s_1+s_3\rangle=1-1=0,$$
so $s_0\perp s_2$ (`orth`). Let $J$ be the counterclockwise quarter-turn, $J(a,b)=(-b,a)$. In the plane, a unit vector perpendicular to $s_0$ must be $s_2=kJs_0$ with $k=\pm1$. This $k$ is the handedness.

Adding and subtracting the conditions gives
$$s_1=\tfrac{\sqrt2}{2}(s_0+s_2),\qquad s_3=\tfrac{\sqrt2}{2}(s_2-s_0).$$
The rotation by $k\pi/4$ is $R=\tfrac{\sqrt2}{2}(1+kJ)$. Using $J^2=-1$ and $k^2=1$:

- $Rs_0=\tfrac{\sqrt2}{2}(s_0+s_2)=s_1$.
- $Rs_1=R^2s_0=kJs_0=s_2$.
- $Rs_2=\tfrac{\sqrt2}{2}(s_2+k^2J^2s_0)=\tfrac{\sqrt2}{2}(s_2-s_0)=s_3$.

These are `t1`, `t2` and `t3`, checked component by component. The final case split on $k=1$ or $k=-1$ selects the angle.

## Comparing the two minima

```lean
/-- The Villain plaquette: the minimum energy of planar unit spins is `-2√2`, strictly below
the minimum `-2` over collinear configurations of planar unit spins. -/
theorem villain_plaquette :
    IsLeast {E : ℝ | ∃ s : Fin 4 → Plane, (∀ i, ‖s i‖ = 1) ∧ energy s = E} (-2 * √2) ∧
    IsLeast {E : ℝ | ∃ s : Fin 4 → Plane,
      (∀ i, ‖s i‖ = 1) ∧ IsCollinear s ∧ energy s = E} (-2) ∧
    -2 * √2 < (-2 : ℝ) := by
  have hr : √2 * √2 = (2 : ℝ) := Real.mul_self_sqrt (by norm_num)
  obtain ⟨e, he⟩ : ∃ e : Plane, ‖e‖ = 1 :=
    ⟨!₂[1, 0], by simp [EuclideanSpace.norm_eq, Fin.sum_univ_two]⟩
  refine ⟨⟨⟨spiral (π / 4) e, ?_, ?_⟩, ?_⟩, ⟨⟨fun _ => e, fun _ => he, ?_, ?_⟩, ?_⟩, ?_⟩
  · have h1 := norm_turn (π / 4) e he
    have h2 := norm_turn (π / 4) _ h1
    intro i
    fin_cases i
    exacts [he, h1, h2, norm_turn (π / 4) _ h2]
  · rw [energy_spiral _ e he, cos_three_mul, cos_pi_div_four]
    linear_combination √2 / 2 * hr
  · rintro E ⟨s, hs, rfl⟩
    exact (energy_bound s hs).1
  · exact ⟨e, fun _ => Or.inl rfl⟩
  · simp only [energy, real_inner_self_eq_norm_sq, he]
    norm_num
  · -- check all sign choices of the collinear spins
    rintro E ⟨s, hs, ⟨m, hm⟩, rfl⟩
    have hn : ⟪m, m⟫_ℝ = 1 := by
      have h0 := hs 0
      rw [real_inner_self_eq_norm_sq]
      rcases hm 0 with h | h
      · rw [h] at h0
        rw [h0, one_pow]
      · rw [h, norm_neg] at h0
        rw [h0, one_pow]
    rcases hm 0 with h0 | h0 <;> rcases hm 1 with h1 | h1 <;>
      rcases hm 2 with h2 | h2 <;> rcases hm 3 with h3 | h3 <;>
      simp only [energy, h0, h1, h2, h3, inner_neg_left, inner_neg_right, hn] <;> norm_num
  · nlinarith [Real.sqrt_nonneg 2]

end

end VillainPlaquette
```

`IsLeast` says that a number belongs to a set and is a lower bound for it. The first set contains the energies of all planar unit configurations; the second contains those of the collinear ones. The theorem gives their minima as $-2\sqrt2$ and $-2$, and states that the first is strictly lower.

The 45° spiral attains the first minimum, and the two-squares bound shows that nothing lies below it. Four equal spins attain $-1-1-1+1=-2$. For the collinear lower bound, each bond contributes $\pm1$ and at least one is violated, as in the opening example; Lean checks all sixteen sign choices instead. Strictness follows from $\sqrt2>1$.

For classical spin simulations, the two minima are reference energies for a single isolated plaquette of unit spins with equal bond strengths, in units of that strength and with each bond counted once. The theorems leave out temperature, quantum fluctuations and coupling to neighbouring plaquettes.

```lean
#print axioms VillainPlaquette.bonds_of_ground_state
-- 'VillainPlaquette.bonds_of_ground_state' depends on axioms: [propext, Classical.choice, Quot.sound]
#print axioms VillainPlaquette.planar_ground_state_iff
-- 'VillainPlaquette.planar_ground_state_iff' depends on axioms: [propext, Classical.choice, Quot.sound]
#print axioms VillainPlaquette.villain_plaquette
-- 'VillainPlaquette.villain_plaquette' depends on axioms: [propext, Classical.choice, Quot.sound]
```
